# Wick's formula for the thermal four-point function of independent fermion modes

Let $p,q,r,s$ label fermion modes, and let $c_p$ and $a_p$ be complex $d\times d$ matrices that create and annihilate a particle in mode $p$. In Lean the mode labels form the type `ι`, and the matrix indices form the finite type `n`, which has $d$ elements.

```lean
import Mathlib

open Matrix

namespace ThermalWick

noncomputable section

variable {ι n : Type*} [DecidableEq ι] [Fintype n] [DecidableEq n]
```

The Kronecker delta $\delta_{pq}$ is complex-valued, so it can multiply traces directly.

```lean
/-- The Kronecker delta of two mode labels, as a complex number. -/
def δ (p q : ι) : ℂ := if p = q then 1 else 0
```

The canonical anticommutation relations (CAR) are
$$c_pc_q+c_qc_p=0,\qquad a_pa_q+a_qa_p=0,\qquad a_qc_p+c_pa_q=\delta_{pq}\,1 .$$
`IsCAR` contains these and nothing more. In particular, $a_p$ need not be the adjoint of $c_p$.

```lean
/-- The canonical anticommutation relations (CAR) for creation matrices `c p` and
annihilation matrices `a p`. -/
structure IsCAR (c a : ι → Matrix n n ℂ) : Prop where
  cc : ∀ p q, c p * c q + c q * c p = 0
  aa : ∀ p q, a p * a q + a q * a p = 0
  ac : ∀ p q, a q * c p + c p * a q = δ p q • (1 : Matrix n n ℂ)
```

Each mode has a weight $x_p$, the Boltzmann factor of the occupied mode relative to the empty one. With $n_p=c_pa_p$, its factor in the density matrix is $K_p=1+(x_p-1)n_p$, which equals $1$ on empty and $x_p$ on occupied states. Writing $1+x_pn_p$ here would give the occupied state the weight $1+x_p$, and the occupation would come out as $(1+x_p)/(2+x_p)$.

```lean
/-- The factor `1 + (x_p - 1) n_p` of mode `p`, with `n_p = c_p a_p`. -/
def modeFactor (c a : ι → Matrix n n ℂ) (x : ι → ℂ) (p : ι) : Matrix n n ℂ :=
  1 + (x p - 1) • (c p * a p)
```

The correct occupation is $f_p=x_p/(1+x_p)$, written `occupation (x p)`.

```lean
/-- The occupation `f = x / (1 + x)` of a mode of weight `x`, for `x ≠ -1`. -/
def occupation (x : ℂ) : ℂ := x / (1 + x)
```

Averages are taken in an unnormalised state $\rho$, so the definition divides by its trace.

```lean
/-- The average `tr (ρ X) / tr ρ` of `X` in the unnormalised state `ρ`, for `tr ρ ≠ 0`. -/
def average (ρ X : Matrix n n ℂ) : ℂ := trace (ρ * X) / trace ρ
```

Let $R=\prod_pK_p$ over finitely many modes. If $d>0$ and $1+x_p\neq0$ for every $p$, then
$$\frac{\operatorname{tr}(R\,c_pc_qa_sa_r)}{\operatorname{tr}R}=f_pf_q(\delta_{pr}\delta_{qs}-\delta_{ps}\delta_{qr}).$$
For a non-interacting reference state with finitely many modes, this is the origin of the direct and exchange terms in a finite-temperature two-body energy.

## The anticommutation relations carry the exchange sign

Physically, the CAR express antisymmetry and single occupation. By hand they first give
$$n_pc_q=c_p(\delta_{qp}-c_qa_p)=\delta_{qp}c_p-c_pc_qa_p=c_qn_p+\delta_{qp}c_p .$$
`number_mul_creation` makes the same two substitutions, using `h.ac q p` and then `h.cc p q`.

```lean
variable {c a : ι → Matrix n n ℂ}

/-- For CAR matrices, `n_p c_q = c_q n_p + δ_qp c_p`. -/
theorem number_mul_creation (h : IsCAR c a) (p q : ι) :
    c p * a p * c q = c q * (c p * a p) + δ q p • c p := by
  rw [mul_assoc, eq_sub_of_add_eq (h.ac q p), mul_sub, mul_smul_comm, mul_one,
    ← mul_assoc (c p) (c q), eq_neg_of_add_eq_zero_left (h.cc p q), neg_mul,
    sub_neg_eq_add, mul_assoc, add_comm]
```

For $p\neq q$ this says that $n_p$ commutes with $c_q$. It also commutes with $a_q$, because $c_pa_pa_q=-c_pa_qa_p=a_qc_pa_p$. Hence $n_pn_q=n_qn_p$, and $K_p$ commutes with $K_q$. The Lean proof combines four CAR identities, multiplied by suitable matrices on the left and right, and `noncomm_ring` checks the resulting identity. This is the only place where the proof uses the relation `aa`.

```lean
/-- For CAR matrices, the factors of two different modes commute. -/
theorem modeFactor_commute (h : IsCAR c a) (x : ι → ℂ) {p q : ι} (hpq : p ≠ q) :
    Commute (modeFactor c a x p) (modeFactor c a x q) := by
  have e1 := h.ac q p
  have e2 := h.ac p q
  rw [δ, if_neg hpq.symm, zero_smul] at e1
  rw [δ, if_neg hpq, zero_smul] at e2
  have hn : Commute (c p * a p) (c q * a q) := by
    change c p * a p * (c q * a q) = c q * a q * (c p * a p)
    linear_combination (norm := noncomm_ring)
      c p * e1 * a q - h.cc p q * (a p * a q) + c q * c p * h.aa p q - c q * e2 * a p
  exact (Commute.one_left _).add_left
    (((Commute.one_right _).add_right (hn.smul_right _)).smul_left _)
```

Without anticommutation between different modes the result changes. Spin-1/2 raising and lowering matrices (with $\hbar=1$) obey the same relations on one site but commute between sites. For $p\neq q$, $s=p$ and $r=q$ they give $+f_pf_q$, where fermions give $-f_pf_q$.

## One factor per mode means no interaction

The product form of $R$ says that the modes are statistically independent. If two modes of positive weight also had an interaction factor $u\neq1$ when both are occupied, the average of $n_pn_q$ would no longer be $f_pf_q$, and the formula would fail.

The proof turns on how this product is defined. Matrix multiplication is not commutative, so a product over an unordered finite set needs a justification. `Finset.noncommProd` takes it as an argument: a proof that the factors of distinct members commute. This is why `gibbsProduct` takes the CAR proof `h` as an argument. The companion lemma `Finset.noncommProd_insert_of_notMem` splits off the factor of a newly added mode on the left, which allows induction over the set of modes.

```lean
/-- The product `R` of the factors `1 + (x_p - 1) n_p` over a finite set of modes. -/
def gibbsProduct (h : IsCAR c a) (x : ι → ℂ) (S : Finset ι) : Matrix n n ℂ :=
  S.noncommProd (modeFactor c a x) (fun _ _ _ _ hpq => modeFactor_commute h x hpq)
```

To move $R$ past a creation matrix, start with one factor. If $q\neq p$, then $K_pc_q=c_qK_p$. If $q=p$, the CAR give $c_p^2=0$, hence $c_pn_p=0$ and $n_pc_p=c_p$. Therefore
$$K_pc_p=c_p+(x_p-1)c_p=x_pc_p=x_pc_pK_p .$$
Let $R_S$ be the product over a finite set $S$ of modes. Passing $c_q$ through its factors one at a time gives $R_Sc_q=x_qc_qR_S$ if $q\in S$, and $R_Sc_q=c_qR_S$ otherwise. In the Lean induction, `hF` is the one-factor statement and `ih` handles the remaining factors.

```lean
/-- For the product `R` over a finite set of modes, `R c_q = x_q c_q R` if mode `q` belongs to the
set, and `R c_q = c_q R` otherwise. -/
theorem gibbsProduct_mul_creation (h : IsCAR c a) (x : ι → ℂ) (S : Finset ι) (q : ι) :
    gibbsProduct h x S * c q = (if q ∈ S then x q else 1) • (c q * gibbsProduct h x S) := by
  induction S using Finset.induction_on with
  | empty =>
    have e : gibbsProduct h x ∅ = 1 := Finset.noncommProd_empty _ _
    simp [e]
  | insert p S hp ih =>
    have e : gibbsProduct h x (insert p S) = modeFactor c a x p * gibbsProduct h x S :=
      Finset.noncommProd_insert_of_notMem _ _ _ _ hp
    -- the claim for a single factor
    have hF : modeFactor c a x p * c q =
        (if q = p then x q else 1) • (c q * modeFactor c a x p) := by
      have h1 := number_mul_creation h p q
      unfold modeFactor
      by_cases hqp : q = p
      · have h0 : c p * c p = 0 := by
          calc c p * c p = (1 / 2 : ℂ) • (c p * c p + c p * c p) := by module
            _ = 0 := by rw [h.cc, smul_zero]
        have h2 : c p * (c p * a p) = 0 := by rw [← mul_assoc, h0, zero_mul]
        rw [hqp, δ, if_pos rfl, one_smul, h2, zero_add] at h1
        rw [hqp, if_pos rfl, add_mul, mul_add, smul_mul_assoc, mul_smul_comm, h1, h2]
        simp only [one_mul, mul_one, smul_zero, add_zero]
        module
      · rw [δ, if_neg hqp, zero_smul, add_zero] at h1
        rw [if_neg hqp, add_mul, mul_add, smul_mul_assoc, mul_smul_comm, h1, one_smul,
          one_mul, mul_one]
    rw [e, mul_assoc, ih, mul_smul_comm, ← mul_assoc, hF, smul_mul_assoc, smul_smul,
      mul_assoc]
    congr 1
    by_cases hqp : q = p
    · simp [hqp, hp]
    · simp [hqp]
```

## Nonzero dimension and weights other than −1 keep the partition function nonzero

The normalisation $\operatorname{tr}R$ is the partition function. Add a mode $p\notin S$ to the product $W=R_S$. Since $W$ commutes with $c_p$, cyclicity of the trace gives
$$\operatorname{tr}(c_pa_pW)=\operatorname{tr}(a_pWc_p)=\operatorname{tr}(a_pc_pW).$$
The two outer traces add up to $\operatorname{tr}W$ by the CAR, so each is half of it. Thus
$$\operatorname{tr}(K_pW)=\operatorname{tr}W+\frac{x_p-1}{2}\operatorname{tr}W=\frac{1+x_p}{2}\operatorname{tr}W .$$
The empty product has trace $d$, so $\operatorname{tr}R_S=d\prod_{p\in S}(1+x_p)/2$. This is nonzero exactly when $d>0$ and no mode in $S$ has weight $-1$; the Lean theorem assumes the latter for all modes. In Lean, `[Nonempty n]` settles the empty product and `hx` settles each added mode. The equations `h1`, `h2` and `h3` are the displayed steps, and `h4` turns a vanishing trace into a contradiction.

```lean
/-- In nonzero dimension, `tr R` does not vanish when no weight equals `-1`. -/
theorem trace_gibbsProduct_ne_zero [Nonempty n] (h : IsCAR c a) (x : ι → ℂ)
    (hx : ∀ p, 1 + x p ≠ 0) (S : Finset ι) : trace (gibbsProduct h x S) ≠ 0 := by
  induction S using Finset.induction_on with
  | empty =>
    have e : gibbsProduct h x ∅ = 1 := Finset.noncommProd_empty _ _
    rw [e, Matrix.trace_one]
    exact Nat.cast_ne_zero.mpr Fintype.card_ne_zero
  | insert p S hp ih =>
    have e : gibbsProduct h x (insert p S) = modeFactor c a x p * gibbsProduct h x S :=
      Finset.noncommProd_insert_of_notMem _ _ _ _ hp
    have hc := gibbsProduct_mul_creation h x S p
    rw [if_neg hp, one_smul] at hc
    rw [e]
    generalize gibbsProduct h x S = W at hc ih ⊢
    -- a mode outside the product is half filled
    have h1 : trace (c p * a p * W) = trace (a p * c p * W) := by
      rw [mul_assoc, Matrix.trace_mul_comm, mul_assoc, hc, ← mul_assoc]
    have h2 : trace (a p * c p * W) + trace (c p * a p * W) = trace W := by
      rw [← Matrix.trace_add, ← add_mul, h.ac, δ, if_pos rfl, one_smul, one_mul]
    have h3 : trace (modeFactor c a x p * W) =
        trace W + (x p - 1) * trace (c p * a p * W) := by
      rw [modeFactor, add_mul, one_mul, smul_mul_assoc, Matrix.trace_add,
        Matrix.trace_smul, smul_eq_mul]
    intro h0
    have h4 : (1 + x p) * trace W = 0 := by
      linear_combination 2 * h0 - 2 * h3 - (x p - 1) * (h1 + h2)
    exact mul_ne_zero (hx p) ih h4
```

If either hypothesis fails, the product over all modes has trace zero and the average in it is undefined. Lean then assigns the quotient the value zero, while the right-hand side can be nonzero, for instance when a third mode has weight $-1$.

## Finitely many modes and a cyclic trace give the correlation functions

`[Fintype ι]` makes the number of modes finite, so that $R$ can run over all of them, written `Finset.univ`. In nonzero finite dimension this is no real loss, since $M$ modes obeying the CAR require $d$ to be a multiple of $2^M$. The trace of finite matrices is cyclic, and for every matrix $X$
$$\operatorname{tr}(Rc_pX)=x_p\operatorname{tr}(c_pRX)=x_p\operatorname{tr}(RXc_p).$$
This is the Kubo–Martin–Schwinger (KMS) relation for a creation matrix.

```lean
variable [Fintype ι]

/-- The KMS relation `tr (R c_p X) = x_p tr (R X c_p)` for every matrix `X`, where `R` is the
product over all modes. -/
theorem kms (h : IsCAR c a) (x : ι → ℂ) (p : ι) (X : Matrix n n ℂ) :
    trace (gibbsProduct h x Finset.univ * (c p * X)) =
      x p * trace (gibbsProduct h x Finset.univ * (X * c p)) := by
  rw [← mul_assoc _ (c p) X, gibbsProduct_mul_creation, if_pos (Finset.mem_univ p),
    smul_mul_assoc, Matrix.trace_smul, smul_eq_mul, mul_assoc,
    Matrix.trace_mul_comm (c p), mul_assoc]
```

Take $X=a_r$ and set $G=\operatorname{tr}(Rc_pa_r)$. Then
$$G=x_p\operatorname{tr}(Ra_rc_p)=x_p(\delta_{pr}\operatorname{tr}R-G),$$
so $(1+x_p)G=x_p\delta_{pr}\operatorname{tr}R$. Dividing by $1+x_p$ gives $G=f_p\delta_{pr}\operatorname{tr}R$. This is a second use of $x_p\neq-1$, and in Lean it is the cancellation by `mul_left_cancel₀ hx`.

```lean
/-- The two-point function: `tr (R c_p a_r) = f_p δ_pr tr R` when `x_p ≠ -1`, where `R` is the
product over all modes. -/
theorem two_point (h : IsCAR c a) (x : ι → ℂ) (p r : ι) (hx : 1 + x p ≠ 0) :
    trace (gibbsProduct h x Finset.univ * (c p * a r)) =
      occupation (x p) * δ p r * trace (gibbsProduct h x Finset.univ) := by
  have k := kms h x p (a r)
  rw [eq_sub_of_add_eq (h.ac p r), mul_sub, mul_smul_comm, mul_one, Matrix.trace_sub,
    Matrix.trace_smul, smul_eq_mul] at k
  have hf : (1 + x p) * occupation (x p) = x p := by
    unfold occupation
    field_simp
  apply mul_left_cancel₀ hx
  linear_combination k - δ p r * trace (gibbsProduct h x Finset.univ) * hf
```

For the four-point function take $X=c_qa_sa_r$ and bring $c_p$ back to the left:
$$\begin{aligned}
c_qa_sa_rc_p&=\delta_{pr}c_qa_s-c_qa_sc_pa_r\\
&=\delta_{pr}c_qa_s-\delta_{ps}c_qa_r+c_qc_pa_sa_r\\
&=\delta_{pr}c_qa_s-\delta_{ps}c_qa_r-c_pc_qa_sa_r .
\end{aligned}$$
With $F=\operatorname{tr}(Rc_pc_qa_sa_r)$, the KMS relation and the two-point function give
$$F=x_p\bigl[f_q(\delta_{pr}\delta_{qs}-\delta_{ps}\delta_{qr})\operatorname{tr}R-F\bigr].$$
Collecting $F$ and dividing by $(1+x_p)\operatorname{tr}R$ proves the formula. In the Lean proof `move` is the reordering, `k` is the equation for $F$, and `linear_combination` does the final algebra.

```lean
/-- Wick's formula for the thermal four-point function: for CAR matrices of nonzero dimension and
weights `x_p ≠ -1`, the average of `c_p c_q a_s a_r` in the product `R` over all modes is
`f_p f_q (δ_pr δ_qs - δ_ps δ_qr)`. -/
theorem thermal_wick [Nonempty n] (h : IsCAR c a) (x : ι → ℂ) (hx : ∀ p, 1 + x p ≠ 0)
    (p q r s : ι) :
    average (gibbsProduct h x Finset.univ) (c p * c q * a s * a r) =
      occupation (x p) * occupation (x q) * (δ p r * δ q s - δ p s * δ q r) := by
  -- move `c p` from the right end back to the left end
  have move : c q * a s * a r * c p =
      δ p r • (c q * a s) - δ p s • (c q * a r) - c p * (c q * a s * a r) := by
    calc c q * a s * a r * c p = c q * a s * (a r * c p) := by simp only [mul_assoc]
      _ = δ p r • (c q * a s) - c q * (a s * c p) * a r := by
        rw [eq_sub_of_add_eq (h.ac p r)]
        simp only [mul_sub, mul_smul_comm, mul_one, mul_assoc]
      _ = δ p r • (c q * a s) - δ p s • (c q * a r) + c q * c p * a s * a r := by
        rw [eq_sub_of_add_eq (h.ac p s)]
        simp only [mul_sub, sub_mul, mul_smul_comm, smul_mul_assoc, mul_one, mul_assoc]
        module
      _ = _ := by
        rw [eq_neg_of_add_eq_zero_left (h.cc q p)]
        simp only [neg_mul, mul_assoc]
        module
  -- the KMS relation reduces the four-point function to two-point functions
  have k := kms h x p (c q * a s * a r)
  rw [move, mul_sub, mul_sub, mul_smul_comm, mul_smul_comm, Matrix.trace_sub,
    Matrix.trace_sub, Matrix.trace_smul, Matrix.trace_smul, smul_eq_mul, smul_eq_mul,
    two_point h x q s (hx q), two_point h x q r (hx q)] at k
  have hf : (1 + x p) * occupation (x p) = x p := by
    have := hx p
    unfold occupation
    field_simp
  have hm : c p * c q * a s * a r = c p * (c q * a s * a r) := by simp only [mul_assoc]
  rw [average, div_eq_iff (trace_gibbsProduct_ne_zero h x hx _), hm]
  apply mul_left_cancel₀ (hx p)
  linear_combination k - occupation (x q) * (δ p r * δ q s - δ p s * δ q r) *
    trace (gibbsProduct h x Finset.univ) * hf
```

The theorem concerns two creation matrices followed by two annihilation matrices. Wick's theorem for longer strings would need a further induction.

## Positive weights describe a thermal state

The algebra accepts complex weights. A grand-canonical state of non-interacting fermions has $a_p=c_p^\dagger$ and $x_p=e^{-\beta(\varepsilon_p-\mu)}>0$, with inverse temperature $\beta$, mode energy $\varepsilon_p$ and chemical potential $\mu$; then $1+x_p\neq0$ automatically. With $y=\beta(\varepsilon_p-\mu)$, multiplying numerator and denominator by $e^y$ gives
$$f_p=\frac{e^{-y}}{1+e^{-y}}=\frac1{e^y+1},$$
the Fermi–Dirac occupation.

```lean
/-- A Boltzmann weight `exp (-y)` with real `y` has the Fermi-Dirac occupation
`1 / (exp y + 1)`. -/
theorem occupation_boltzmann (y : ℝ) :
    occupation (Real.exp (-y) : ℝ) = ((1 / (Real.exp y + 1) : ℝ) : ℂ) := by
  have hr : Real.exp (-y) / (1 + Real.exp (-y)) = 1 / (Real.exp y + 1) := by
    have := Real.exp_pos y
    rw [Real.exp_neg]
    field_simp
  rw [occupation, ← hr, Complex.ofReal_div, Complex.ofReal_add, Complex.ofReal_one]
```

The Lean theorems treat $R$ as a product; its exponential form $e^{-\beta\sum_p(\varepsilon_p-\mu)n_p}$ follows separately from $n_p^2=n_p$ and the commutation of the $n_p$.

## Two modes realised in four dimensions

The CAR are assumed of the matrices, so an example is useful. Order the basis as $|00\rangle,|01\rangle,|10\rangle,|11\rangle$, with the occupation of mode 0 written first. The entry $-1$ is the Jordan–Wigner sign that mode 1 acquires when mode 0 is occupied.

```lean
/-- The annihilation matrices of two Jordan-Wigner modes, with integer entries. -/
def jordanWigner : Fin 2 → Matrix (Fin 4) (Fin 4) ℤ :=
  ![!![0, 0, 1, 0; 0, 0, 0, 1; 0, 0, 0, 0; 0, 0, 0, 0],
    !![0, 1, 0, 0; 0, 0, 0, 0; 0, 0, 0, -1; 0, 0, 0, 0]]
```

The creation matrices are the transposes. The relations are checked by `decide +kernel` on integer matrices and then carried over to complex matrices by a ring homomorphism.

```lean
/-- The two Jordan-Wigner matrices and their transposes, read as complex matrices,
satisfy the CAR. -/
theorem isCAR_witness :
    IsCAR (fun p => (Int.castRingHom ℂ).mapMatrix (jordanWigner p)ᵀ)
      (fun p => (Int.castRingHom ℂ).mapMatrix (jordanWigner p)) := by
  have hcc : ∀ p q, (jordanWigner p)ᵀ * (jordanWigner q)ᵀ +
      (jordanWigner q)ᵀ * (jordanWigner p)ᵀ = 0 := by decide +kernel
  have haa : ∀ p q, jordanWigner p * jordanWigner q +
      jordanWigner q * jordanWigner p = 0 := by decide +kernel
  have hac : ∀ p q, jordanWigner q * (jordanWigner p)ᵀ +
      (jordanWigner p)ᵀ * jordanWigner q = if p = q then 1 else 0 := by decide +kernel
  refine ⟨fun p q => ?_, fun p q => ?_, fun p q => ?_⟩
  · rw [← map_mul, ← map_mul, ← map_add, hcc, map_zero]
  · rw [← map_mul, ← map_mul, ← map_add, haa, map_zero]
  · rw [← map_mul, ← map_mul, ← map_add, hac, δ]
    by_cases hpq : p = q
    · rw [if_pos hpq, if_pos hpq, map_one, one_smul]
    · rw [if_neg hpq, if_neg hpq, map_zero, zero_smul]

end

end ThermalWick
```

```lean
#print axioms ThermalWick.thermal_wick
#print axioms ThermalWick.occupation_boltzmann
```

```
'ThermalWick.thermal_wick' depends on axioms: [propext, Classical.choice, Quot.sound]
'ThermalWick.occupation_boltzmann' depends on axioms: [propext, Classical.choice, Quot.sound]
```
